# Fourier transforms of the Coulomb potential's wide Gaussian layers integrate to Ewald's reciprocal-space kernel

Take wave number 2. For t > 0,

d/dt [π exp(−1/t²)] = 2π t⁻³ exp(−1/t²),

and π exp(−1/t²) tends to 0 as t → 0. Integrating the right-hand side from 0 to 1 therefore gives π/e. This is Ewald's kernel (4π/k²) exp(−k²/(4a²)) at k = 2, a = 1.

In general, r is a distance, k a wave number, t the inverse width of a Gaussian, and a the inverse width at which the potential is cut. Charges and Coulomb prefactors are set to one. The definitions give a layer in real space, a layer in reciprocal space, and, for k > 0, the latter's primitive, extended by zero to t = 0.

```lean
import Mathlib

open MeasureTheory Set Filter
open scoped Real Topology

namespace EwaldSplitting

noncomputable section

/-- The Gaussian layer of inverse width `t` in the Coulomb potential at distance `r`. -/
def gaussianLayer (r t : ℝ) : ℝ := 2 / √π * Real.exp (-r ^ 2 * t ^ 2)

/-- The reciprocal-space layer of inverse width `t` at wave number `k`. -/
def reciprocalLayer (k t : ℝ) : ℝ := 2 * π / t ^ 3 * Real.exp (-(k ^ 2 / (4 * t ^ 2)))

/-- The Coulomb kernel `4π/k²` damped by the factor `exp(-k²/(4t²))`, set to zero at `t = 0`. -/
def dampedKernel (k t : ℝ) : ℝ :=
  if t = 0 then 0 else 4 * π / k ^ 2 * Real.exp (-(k ^ 2 / (4 * t ^ 2)))
```

## t > 0: each layer has a finite width

A layer of width 1/t has a convergent Fourier integral. Completing the square along each axis gives a factor (√π/t) exp(−qⱼ²/(4t²)), where qⱼ are the components of the wave vector q. The product of the three factors, times 2/√π, is

2π t⁻³ exp(−|q|²/(4t²)).

At t = 0 the layer is constant in space and the integral diverges.

`fourier_gaussianLayer` states this on `EuclideanSpace ℝ (Fin 3)`, with phase exp(−i q·x) and no prefactor. The proof takes Mathlib's Gaussian integral, where `ht` makes the real part of t² positive, and then simplifies the power 3/2.

```lean
/-- The three-dimensional Fourier transform of a Gaussian layer is the reciprocal-space layer
of the same inverse width. -/
theorem fourier_gaussianLayer {t : ℝ} (ht : 0 < t) (q : EuclideanSpace ℝ (Fin 3)) :
    ∫ x : EuclideanSpace ℝ (Fin 3),
      (gaussianLayer ‖x‖ t : ℂ) * Complex.exp (-Complex.I * (inner ℝ q x : ℝ))
      = (reciprocalLayer ‖q‖ t : ℂ) := by
  have hπ : √π ≠ 0 := (Real.sqrt_pos.2 Real.pi_pos).ne'
  have hb : 0 < ((t ^ 2 : ℝ) : ℂ).re := by
    rw [Complex.ofReal_re]; positivity
  have h := GaussianFourier.integral_cexp_neg_mul_sq_norm_add hb (-Complex.I) q
  -- the Gaussian normalisation in three dimensions
  have hr : (π / t ^ 2) ^ ((3 : ℝ) / 2) = π * √π / t ^ 3 := by
    have hs : 0 < √π / t := by positivity
    have h2 : π / t ^ 2 = (√π / t) ^ (2 : ℝ) := by
      rw [Real.rpow_two, div_pow, Real.sq_sqrt Real.pi_pos.le]
    have h3 : √π ^ 3 = π * √π := by
      rw [pow_succ, Real.sq_sqrt Real.pi_pos.le]
    rw [h2, ← Real.rpow_mul hs.le, show (2 : ℝ) * (3 / 2) = ((3 : ℕ) : ℝ) by norm_num,
      Real.rpow_natCast, div_pow, h3]
  have hc : ((π : ℂ) / ((t ^ 2 : ℝ) : ℂ)) ^ (((3 : ℕ) : ℂ) / 2)
      = ((π * √π / t ^ 3 : ℝ) : ℂ) := by
    rw [← hr, Complex.ofReal_cpow (by positivity)]
    push_cast
    rfl
  have he : (-Complex.I) ^ 2 * (‖q‖ : ℂ) ^ 2 / (4 * ((t ^ 2 : ℝ) : ℂ))
      = ((-(‖q‖ ^ 2 / (4 * t ^ 2)) : ℝ) : ℂ) := by
    rw [neg_sq, Complex.I_sq]; push_cast; ring
  rw [finrank_euclideanSpace_fin, hc, he] at h
  have hint : ∀ x : EuclideanSpace ℝ (Fin 3),
      (gaussianLayer ‖x‖ t : ℂ) * Complex.exp (-Complex.I * (inner ℝ q x : ℝ))
      = ((2 / √π : ℝ) : ℂ) * Complex.exp (-((t ^ 2 : ℝ) : ℂ) * (‖x‖ : ℂ) ^ 2
          + -Complex.I * (inner ℝ q x : ℝ)) := by
    intro x
    have e : -((t ^ 2 : ℝ) : ℂ) * (‖x‖ : ℂ) ^ 2 = ((-‖x‖ ^ 2 * t ^ 2 : ℝ) : ℂ) := by
      push_cast; ring
    rw [Complex.exp_add, e, ← Complex.ofReal_exp, gaussianLayer, Complex.ofReal_mul, mul_assoc]
  simp_rw [hint]
  rw [integral_const_mul, h, ← Complex.ofReal_exp, ← Complex.ofReal_mul, ← Complex.ofReal_mul]
  congr 1
  unfold reciprocalLayer
  field_simp
```

## r > 0: the two charges are apart

Substituting u = rt in the half-line Gaussian integral gives

(2/√π) ∫₀^∞ exp(−r²t²) dt = (2/√π) · √π/(2r) = 1/r,

and cutting the range at a gives the two terms. The layers depend only on r², so at r = −1 they still sum to 1, while 1/r = −1: the identity fails for negative r.

In `coulomb_split`, `hr` gives integrability and turns √(r²) into r. The final rewrite joins (0, a] and (a, ∞) into the half-line.

```lean
/-- The Coulomb potential is the sum of its Gaussian layers of inverse width below and
above `a`. -/
theorem coulomb_split {r a : ℝ} (hr : 0 < r) (ha : 0 < a) :
    1 / r = (∫ t in (0 : ℝ)..a, gaussianLayer r t) + ∫ t in Ioi a, gaussianLayer r t := by
  have hπ : √π ≠ 0 := (Real.sqrt_pos.2 Real.pi_pos).ne'
  have hi : IntegrableOn (gaussianLayer r) (Ioi 0) :=
    ((integrable_exp_neg_mul_sq (b := r ^ 2) (by positivity)).const_mul (2 / √π)).integrableOn
  have total : ∫ t in Ioi (0 : ℝ), gaussianLayer r t = 1 / r := by
    simp only [gaussianLayer]
    rw [integral_const_mul, integral_gaussian_Ioi, Real.sqrt_div Real.pi_pos.le,
      Real.sqrt_sq hr.le]
    field_simp
  -- cut the half-line at `a`
  rw [← total, intervalIntegral.integral_of_le ha.le,
    ← setIntegral_union (Ioc_disjoint_Ioi le_rfl) measurableSet_Ioi
      (hi.mono_set Ioc_subset_Ioi_self) (hi.mono_set (Ioi_subset_Ioi ha.le)),
    Ioc_union_Ioi_eq_Ioi ha.le]
```

## k > 0: the wave is not uniform

Write F(t) = (4π/k²) exp(−k²/(4t²)). The exponent has derivative k²/(2t³), so

F′(t) = (4π/k²) · k²/(2t³) · exp(−k²/(4t²)) = 2π t⁻³ exp(−k²/(4t²)).

Since exp(−x) ≤ 1/x for x > 0, also 0 ≤ F(t) ≤ 16π t²/k⁴, and F tends to 0 at t = 0.

At k = 0 the layer is 2π/t³, whose integral from ε to a is π/ε² − π/a². It diverges as ε → 0. Lean would then assign zero to both sides of the kernel equation, which would hold without physical content; the hypothesis k > 0 excludes this case.

The next lemmas supply the exponent's derivative, its limit at large t, the derivative of F, and the continuity of F at zero by the bound above.

```lean
/-- The derivative of `-c/(4t²)` with respect to the inverse width `t` is `c/(2t³)`. -/
theorem hasDerivAt_exponent (c : ℝ) {t : ℝ} (ht : 0 < t) :
    HasDerivAt (fun s : ℝ => -(c / (4 * s ^ 2))) (c / (2 * t ^ 3)) t := by
  have h0 : HasDerivAt (fun s : ℝ => 4 * s ^ 2) (8 * t) t :=
    ((hasDerivAt_pow 2 t).const_mul 4).congr_deriv (by norm_num; ring)
  have h := ((hasDerivAt_const t c).fun_div h0 (by positivity)).fun_neg
  exact h.congr_deriv (by field_simp; ring)

/-- The exponent `-c/(4t²)` vanishes as the inverse width `t` grows. -/
theorem tendsto_exponent (c : ℝ) :
    Tendsto (fun t : ℝ => -(c / (4 * t ^ 2))) atTop (𝓝 0) := by
  have h4 : Tendsto (fun t : ℝ => 4 * t ^ 2) atTop atTop :=
    (tendsto_pow_atTop two_ne_zero).const_mul_atTop (by norm_num)
  have h := ((tendsto_const_nhds (x := c)).div_atTop h4).neg
  rwa [neg_zero] at h

/-- The damped Coulomb kernel changes with the inverse width at the rate given by the
reciprocal-space layer. -/
theorem hasDerivAt_dampedKernel {k t : ℝ} (hk : 0 < k) (ht : 0 < t) :
    HasDerivAt (dampedKernel k) (reciprocalLayer k t) t := by
  have h := ((hasDerivAt_exponent (k ^ 2) ht).exp.const_mul (4 * π / k ^ 2)).congr_deriv
    (show _ = reciprocalLayer k t by
      unfold reciprocalLayer
      field_simp
      ring)
  refine h.congr_of_eventuallyEq ?_
  filter_upwards [Ioi_mem_nhds ht] with s hs
  exact if_neg (ne_of_gt hs)

/-- The damped Coulomb kernel is continuous at zero inverse width. -/
theorem continuousAt_dampedKernel {k : ℝ} (hk : 0 < k) : ContinuousAt (dampedKernel k) 0 := by
  -- `exp (-x) ≤ 1/x` bounds the kernel by a multiple of `s²`
  have hb : ∀ s, |dampedKernel k s| ≤ 16 * π / k ^ 4 * s ^ 2 := by
    intro s
    by_cases hs : s = 0
    · simp [dampedKernel, hs]
    have hx : 0 < k ^ 2 / (4 * s ^ 2) := by positivity
    have he : Real.exp (-(k ^ 2 / (4 * s ^ 2))) ≤ (k ^ 2 / (4 * s ^ 2))⁻¹ := by
      rw [Real.exp_neg]
      exact inv_anti₀ hx (by linarith [Real.add_one_le_exp (k ^ 2 / (4 * s ^ 2))])
    calc |dampedKernel k s| = 4 * π / k ^ 2 * Real.exp (-(k ^ 2 / (4 * s ^ 2))) := by
          rw [dampedKernel, if_neg hs, abs_of_nonneg (by positivity)]
      _ ≤ 4 * π / k ^ 2 * (k ^ 2 / (4 * s ^ 2))⁻¹ :=
          mul_le_mul_of_nonneg_left he (by positivity)
      _ = 16 * π / k ^ 4 * s ^ 2 := by field_simp; ring
  have h0 : dampedKernel k 0 = 0 := if_pos rfl
  have hc : Continuous (fun s : ℝ => 16 * π / k ^ 4 * s ^ 2) := by fun_prop
  have hl := hc.tendsto 0
  rw [show 16 * π / k ^ 4 * (0 : ℝ) ^ 2 = 0 by ring] at hl
  rw [ContinuousAt, h0]
  exact squeeze_zero_norm (fun s => by rw [Real.norm_eq_abs]; exact hb s) hl
```

## a > 0: the cut leaves layers on both sides

The layers below a are wide and suit reciprocal space; those above are narrow and suit real space. The fundamental theorem of calculus gives F(a) − F(0) = F(a), Ewald's kernel. At a = 0 the exponent is undefined; as a → 0 from above, the kernel tends to zero.

`ewald_splitting` joins three statements: the split of 1/r, integrability on (0, a), and the value of the integral. Its proof obtains integrability from the continuity of F and the non-negativity of F′.

```lean
/-- Ewald splitting: the Coulomb potential divides at inverse width `a` into two Gaussian
integrals, and the reciprocal-space layers below `a` are integrable with integral
`(4π/k²) exp(-k²/(4a²))`. -/
theorem ewald_splitting {r k a : ℝ} (hr : 0 < r) (hk : 0 < k) (ha : 0 < a) :
    1 / r = (∫ t in (0 : ℝ)..a, gaussianLayer r t) + (∫ t in Ioi a, gaussianLayer r t) ∧
    IntervalIntegrable (reciprocalLayer k) volume 0 a ∧
    ∫ t in (0 : ℝ)..a, reciprocalLayer k t
      = 4 * π / k ^ 2 * Real.exp (-(k ^ 2 / (4 * a ^ 2))) := by
  have hc : ContinuousOn (dampedKernel k) (Icc 0 a) := by
    intro t ht
    rcases ht.1.eq_or_lt with h | h
    · rw [← h]
      exact (continuousAt_dampedKernel hk).continuousWithinAt
    · exact (hasDerivAt_dampedKernel hk h).continuousAt.continuousWithinAt
  have hd : ∀ t ∈ Ioo 0 a, HasDerivAt (dampedKernel k) (reciprocalLayer k t) t :=
    fun t ht => hasDerivAt_dampedKernel hk ht.1
  have hp : ∀ t ∈ Ioo 0 a, 0 ≤ reciprocalLayer k t := by
    intro t ht
    have := ht.1
    unfold reciprocalLayer
    positivity
  have hi : IntervalIntegrable (reciprocalLayer k) volume 0 a :=
    (intervalIntegrable_iff_integrableOn_Ioc_of_le ha.le).2
      (intervalIntegral.integrableOn_deriv_of_nonneg hc hd hp)
  refine ⟨coulomb_split hr ha, hi, ?_⟩
  -- fundamental theorem of calculus for the damped kernel
  rw [intervalIntegral.integral_eq_sub_of_hasDerivAt_of_le ha.le hc hd hi,
    dampedKernel, dampedKernel, if_neg ha.ne', if_pos rfl, sub_zero]
```

Above the cut, F rises from F(a) to its limit 4π/k², which leaves the short-range kernel.

```lean
/-- The reciprocal-space layers of inverse width above `a` integrate to
`(4π/k²)(1 - exp(-k²/(4a²)))`. -/
theorem shortRange_kernel {k a : ℝ} (hk : 0 < k) (ha : 0 < a) :
    ∫ t in Ioi a, reciprocalLayer k t
      = 4 * π / k ^ 2 * (1 - Real.exp (-(k ^ 2 / (4 * a ^ 2)))) := by
  have h := ((Real.continuous_exp.tendsto 0).comp (tendsto_exponent (k ^ 2))).const_mul
    (4 * π / k ^ 2)
  rw [Real.exp_zero, mul_one] at h
  have hl : Tendsto (dampedKernel k) atTop (𝓝 (4 * π / k ^ 2)) := by
    refine h.congr' ?_
    filter_upwards [eventually_gt_atTop 0] with t ht
    exact (if_neg (ne_of_gt ht)).symm
  rw [integral_Ioi_of_hasDerivAt_of_nonneg'
    (fun t ht => hasDerivAt_dampedKernel hk (lt_of_lt_of_le ha ht))
    (fun t ht => by
      have : 0 < t := lt_trans ha ht
      unfold reciprocalLayer
      positivity) hl, dampedKernel, if_neg ha.ne']
  ring
```

The theorem concerns one pair of charges, without the lattice sums of a full Ewald summation; in such a summation, for a Wigner crystal for example, a suitable choice of a gives a real-space sum and a reciprocal-space sum that both converge quickly.

In real space the layers below a add up to the long-range potential erf(ar)/r. That function decays like 1/r and is not absolutely integrable over space, so its transform is not an ordinary Lebesgue integral; it can be defined as a distribution or as a limit of screened integrals. Here the Fourier integral is taken layer by layer, and its exchange with the integral over t is not proved.

## k = 0 above the cut: a finite constant

Away from t = 0 the uniform wave causes no divergence:

∫ₐ^∞ 2π t⁻³ dt = π/a².

Divided by the cell volume, this constant enters the neutralising-background term of a periodic electron crystal. The proof uses the primitive −π/t², written so that the earlier exponent lemmas apply with c = 4π.

```lean
/-- At zero wave number the reciprocal-space layers of inverse width above `a` integrate to
`π/a²`. -/
theorem shortRange_zero_wavenumber {a : ℝ} (ha : 0 < a) :
    ∫ t in Ioi a, reciprocalLayer 0 t = π / a ^ 2 := by
  have hd : ∀ t ∈ Ici a,
      HasDerivAt (fun s : ℝ => -(4 * π / (4 * s ^ 2))) (reciprocalLayer 0 t) t := by
    intro t ht
    have h0 : 0 < t := lt_of_lt_of_le ha ht
    refine (hasDerivAt_exponent (4 * π) h0).congr_deriv ?_
    have he : -((0 : ℝ) ^ 2 / (4 * t ^ 2)) = 0 := by simp
    rw [reciprocalLayer, he, Real.exp_zero]
    field_simp
    ring
  rw [integral_Ioi_of_hasDerivAt_of_nonneg' hd
    (fun t ht => by
      have : 0 < t := lt_trans ha ht
      unfold reciprocalLayer
      positivity) (tendsto_exponent (4 * π))]
  field_simp
  ring

end

end EwaldSplitting
```

```lean
#print axioms EwaldSplitting.fourier_gaussianLayer
#print axioms EwaldSplitting.ewald_splitting
#print axioms EwaldSplitting.shortRange_kernel
#print axioms EwaldSplitting.shortRange_zero_wavenumber
```

```
'EwaldSplitting.fourier_gaussianLayer' depends on axioms: [propext, Classical.choice, Quot.sound]
'EwaldSplitting.ewald_splitting' depends on axioms: [propext, Classical.choice, Quot.sound]
'EwaldSplitting.shortRange_kernel' depends on axioms: [propext, Classical.choice, Quot.sound]
'EwaldSplitting.shortRange_zero_wavenumber' depends on axioms: [propext, Classical.choice, Quot.sound]
```
